# For positive definite H, the fixed-potential Hessian H − C w wᵀ is positive definite exactly when C wᵀH⁻¹w < 1

## Can a geometry that is stable at fixed charge become unstable at fixed potential?

An adsorbate sits on a metal electrode. With the number of electrons held fixed, I have relaxed the geometry, and the energy curves upwards in every direction. Then I connect the electrode to a potentiostat, so that electrons flow in or out whenever the atoms move.

Near the relaxed geometry I describe this by a displacement x, a force-constant matrix H, an excess electron number N, a capacitance C > 0 and a vector w that couples charge to displacement:

E(x, N) = ½ xᵀHx + N w·x + N²/(2C) − uN

Here u is set by the potentiostat. The electrons always adjust to lower the energy, so I would have guessed that they can only help. Can they nevertheless destroy the minimum, and can I tell from H, w and C alone?

## Yes: positive curvature is lost once C wᵀH⁻¹w reaches 1

Letting the electrons adjust never raises the energy above its value at N = 0. But the amount gained curves upwards along every displacement that changes w·x, and subtracting it takes curvature away. To see how much, collect the terms in N and complete the square:

N²/(2C) − N(u − w·x) = (N − C(u − w·x))²/(2C) − ½C(u − w·x)²

The best charge is therefore N = C(u − w·x), and what remains is the grand energy

Ω(x) = ½ xᵀHx − ½C(u − w·x)²

Replacing x by x + d and multiplying out gives, with no remainder,

Ω(x + d) = Ω(x) + (Hx + C(u − w·x)w)·d + ½ dᵀKd, with K = H − C w wᵀ

So K is the Hessian at fixed potential. It does not depend on u.

Now let g = H⁻¹w, the harmonic displacement under a force w, and let k = w·g = gᵀHg. Suppose first that K is positive definite. If w = 0, then k = 0 and Ck < 1 holds. Otherwise g ≠ 0 and k > 0, and the curvature along g is

gᵀKg = k − Ck² = k(1 − Ck) > 0

which forces Ck < 1.

Conversely, suppose that Ck < 1, take any x ≠ 0 and write s = w·x. If s = 0, then xᵀKx = xᵀHx > 0. If s ≠ 0, subtract the response part from x and use that H gives a nonnegative energy to what is left:

0 ≤ (x − Csg)ᵀH(x − Csg) = xᵀHx − 2Cs² + C²s²k

Hence

xᵀKx = xᵀHx − Cs² ≥ Cs²(1 − Ck) > 0

The criterion compares two energies. Leave out the term −uN, which is linear and does not affect the curvature. Placing N electrons on the frozen reference geometry then costs N²/(2C), and letting the atoms relax gains ½kN². Stability requires the cost to exceed the gain for N ≠ 0.

With a single coordinate, H is a spring constant h > 0 and w is a number. The fixed-potential spring constant is h − Cw², which is positive exactly when Cw²/h < 1.

Below the threshold, setting the gradient of Ω to zero gives the equilibrium

x₀ = −Cu g/(1 − Ck)

and the expansion about x₀ leaves only ½ dᵀKd, so every other geometry lies higher. Above the threshold, moving along g gives

Ω(tg) = −½k(Ck − 1)t² + Cku t − ½Cu²

a downward parabola, so Ω has no lower bound.

Here is the argument in Lean 4 with Mathlib.

```lean
import Mathlib

open Matrix

namespace ConstantPotentialStability

noncomputable section

variable {n : Type*} [Fintype n]

/-- Energy of a harmonic system with displacement `x` and electron number `N`, coupled through `w`,
with capacitance `C ≠ 0` and electron chemical potential `u`. -/
def energy (H : Matrix n n ℝ) (w : n → ℝ) (C u : ℝ) (x : n → ℝ) (N : ℝ) : ℝ :=
  x ⬝ᵥ H *ᵥ x / 2 + N * (w ⬝ᵥ x) + N ^ 2 / (2 * C) - u * N

/-- Grand energy at fixed potential: the infimum of the energy over all real electron numbers,
for capacitance `C > 0`. -/
def grandEnergy (H : Matrix n n ℝ) (w : n → ℝ) (C u : ℝ) (x : n → ℝ) : ℝ :=
  ⨅ N : ℝ, energy H w C u x N

/-- The fixed-potential Hessian `H - C w wᵀ`. -/
def fixedPotentialHessian (H : Matrix n n ℝ) (w : n → ℝ) (C : ℝ) : Matrix n n ℝ :=
  H - C • vecMulVec w w

/-- For `C > 0`, eliminating the electron number leaves a quadratic function of the
displacement. -/
theorem grandEnergy_eq (H : Matrix n n ℝ) (w : n → ℝ) {C : ℝ} (hC : 0 < C) (u : ℝ)
    (x : n → ℝ) :
    grandEnergy H w C u x = x ⬝ᵥ H *ᵥ x / 2 - C * (u - w ⬝ᵥ x) ^ 2 / 2 := by
  -- complete the square in the electron number
  have hsq : ∀ N, energy H w C u x N = x ⬝ᵥ H *ᵥ x / 2 - C * (u - w ⬝ᵥ x) ^ 2 / 2
      + (N - C * (u - w ⬝ᵥ x)) ^ 2 / (2 * C) := by
    intro N
    unfold energy
    field_simp
    ring
  have hlow : ∀ N, x ⬝ᵥ H *ᵥ x / 2 - C * (u - w ⬝ᵥ x) ^ 2 / 2 ≤ energy H w C u x N := by
    intro N
    rw [hsq]
    have : 0 ≤ (N - C * (u - w ⬝ᵥ x)) ^ 2 / (2 * C) := by positivity
    linarith
  have h0 : energy H w C u x (C * (u - w ⬝ᵥ x))
      = x ⬝ᵥ H *ᵥ x / 2 - C * (u - w ⬝ᵥ x) ^ 2 / 2 := by
    rw [hsq]
    ring
  have hb : BddBelow (Set.range fun N : ℝ => energy H w C u x N) :=
    ⟨_, by rintro _ ⟨N, rfl⟩; exact hlow N⟩
  exact le_antisymm ((ciInf_le hb (C * (u - w ⬝ᵥ x))).trans h0.le) (le_ciInf hlow)

/-- For `C > 0`, the energy exceeds the grand energy by the charging cost of the deviation of
`N` from `C (u - w·x)`. -/
theorem energy_eq_grandEnergy_add (H : Matrix n n ℝ) (w : n → ℝ) {C : ℝ} (hC : 0 < C)
    (u : ℝ) (x : n → ℝ) (N : ℝ) :
    energy H w C u x N
      = grandEnergy H w C u x + (N - C * (u - w ⬝ᵥ x)) ^ 2 / (2 * C) := by
  rw [grandEnergy_eq H w hC]
  unfold energy
  field_simp
  ring

/-- The curvature at fixed potential along `d` is the curvature of `H` minus `C (w·d)²`. -/
theorem hessian_form (H : Matrix n n ℝ) (w : n → ℝ) (C : ℝ) (d : n → ℝ) :
    d ⬝ᵥ fixedPotentialHessian H w C *ᵥ d = d ⬝ᵥ H *ᵥ d - C * (w ⬝ᵥ d) ^ 2 := by
  have hv : fixedPotentialHessian H w C *ᵥ d = H *ᵥ d - (C * (w ⬝ᵥ d)) • w := by
    ext i
    simp only [fixedPotentialHessian, Matrix.mulVec, dotProduct, Matrix.sub_apply,
      Matrix.smul_apply, Matrix.vecMulVec_apply, smul_eq_mul, Pi.sub_apply, Pi.smul_apply,
      sub_mul, Finset.sum_sub_distrib, Finset.mul_sum, Finset.sum_mul]
    congr 1
    apply Finset.sum_congr rfl
    intro j _
    ring
  rw [hv, dotProduct_sub, dotProduct_smul, smul_eq_mul, dotProduct_comm d w]
  ring

/-- A symmetric matrix gives a symmetric bilinear form. -/
theorem symm_form {H : Matrix n n ℝ} (hH : H.IsSymm) (x y : n → ℝ) :
    x ⬝ᵥ H *ᵥ y = y ⬝ᵥ H *ᵥ x := by
  rw [Matrix.dotProduct_mulVec, ← Matrix.mulVec_transpose, hH.eq]
  exact dotProduct_comm _ _

/-- Exact expansion of the grand energy about `x`, for symmetric `H` and `C > 0`: the quadratic
term is given by the fixed-potential Hessian. -/
theorem grandEnergy_add {H : Matrix n n ℝ} (hH : H.IsSymm) (w : n → ℝ) {C : ℝ} (hC : 0 < C)
    (u : ℝ) (x d : n → ℝ) :
    grandEnergy H w C u (x + d) = grandEnergy H w C u x
      + (H *ᵥ x + (C * (u - w ⬝ᵥ x)) • w) ⬝ᵥ d
      + d ⬝ᵥ fixedPotentialHessian H w C *ᵥ d / 2 := by
  rw [grandEnergy_eq H w hC, grandEnergy_eq H w hC, hessian_form]
  have h1 := symm_form hH d x
  have h2 := dotProduct_comm (H *ᵥ x) d
  simp only [Matrix.mulVec_add, add_dotProduct, dotProduct_add, smul_dotProduct, smul_eq_mul]
  linear_combination (-1 / 2 : ℝ) * h1 - h2

/-- A real matrix is positive definite when it is symmetric and has positive curvature along
every nonzero direction, and only then. -/
theorem posDef_iff_real {M : Matrix n n ℝ} :
    M.PosDef ↔ M.IsSymm ∧ ∀ x : n → ℝ, x ≠ 0 → 0 < x ⬝ᵥ M *ᵥ x := by
  rw [Matrix.posDef_iff_dotProduct_mulVec]
  simp only [Matrix.IsHermitian, Matrix.IsSymm,
    Matrix.conjTranspose_eq_transpose_of_trivial, star_trivial]

variable [DecidableEq n]

/-- For positive definite `H`, the displacement `H⁻¹ w` is the harmonic response to the
force `w`. -/
theorem response {H : Matrix n n ℝ} (hH : H.PosDef) (w : n → ℝ) : H *ᵥ (H⁻¹ *ᵥ w) = w := by
  rw [Matrix.mulVec_mulVec, Matrix.mul_nonsing_inv _ hH.det_pos.ne'.isUnit, Matrix.one_mulVec]

/-- Stability criterion: for positive definite `H`, the fixed-potential Hessian is positive
definite if and only if `C wᵀ H⁻¹ w < 1`. -/
theorem fixedPotentialHessian_posDef_iff {H : Matrix n n ℝ} (hH : H.PosDef) (w : n → ℝ)
    (C : ℝ) : (fixedPotentialHessian H w C).PosDef ↔ C * (w ⬝ᵥ H⁻¹ *ᵥ w) < 1 := by
  rw [posDef_iff_real]
  obtain ⟨hs, hp⟩ := posDef_iff_real.1 hH
  have hg := response hH w
  generalize H⁻¹ *ᵥ w = g at hg ⊢
  constructor
  · -- test the curvature along the response vector
    rintro ⟨-, hK⟩
    by_cases h0 : g = 0
    · simp [h0]
    · have h1 := hK g h0
      have h2 := hp g h0
      rw [hessian_form, hg, dotProduct_comm g w] at h1
      rw [hg, dotProduct_comm g w] at h2
      by_contra h
      nlinarith [mul_le_mul_of_nonneg_left (not_lt.1 h) h2.le]
  · intro h
    refine ⟨Matrix.IsSymm.ext fun i j => ?_, fun x hx => ?_⟩
    · simp only [fixedPotentialHessian, Matrix.sub_apply, Matrix.smul_apply,
        Matrix.vecMulVec_apply, smul_eq_mul, hs.apply i j]
      ring
    rw [hessian_form]
    have hxx := hp x hx
    rcases le_or_gt C 0 with hC | hC
    · nlinarith [mul_nonneg (neg_nonneg.2 hC) (sq_nonneg (w ⬝ᵥ x))]
    by_cases h0 : w ⬝ᵥ x = 0
    · have : C * (w ⬝ᵥ x) ^ 2 = 0 := by rw [h0]; ring
      linarith
    -- remove the response part of `x`; what is left has nonnegative energy
    have hnn : ∀ y : n → ℝ, 0 ≤ y ⬝ᵥ H *ᵥ y := by
      intro y
      by_cases hy : y = 0
      · simp [hy]
      · exact (hp y hy).le
    have hgx : g ⬝ᵥ H *ᵥ x = w ⬝ᵥ x := by rw [symm_form hs, hg, dotProduct_comm]
    have hq := hnn (x - (C * (w ⬝ᵥ x)) • g)
    simp only [Matrix.mulVec_sub, Matrix.mulVec_smul, hg, sub_dotProduct, dotProduct_sub,
      smul_dotProduct, dotProduct_smul, smul_eq_mul, hgx, dotProduct_comm x w,
      dotProduct_comm g w] at hq
    have hpos : 0 < C * (w ⬝ᵥ x) ^ 2 * (1 - C * (w ⬝ᵥ g)) :=
      mul_pos (mul_pos hC (by positivity)) (by linarith)
    nlinarith

/-- The displacement `-C u H⁻¹ w / (1 - C wᵀ H⁻¹ w)`, for invertible `H` and
`C wᵀ H⁻¹ w ≠ 1`. -/
def equilibrium (H : Matrix n n ℝ) (w : n → ℝ) (C u : ℝ) : n → ℝ :=
  (-(C * u / (1 - C * (w ⬝ᵥ H⁻¹ *ᵥ w)))) • (H⁻¹ *ᵥ w)

/-- For positive definite `H`, `C > 0` and `C wᵀ H⁻¹ w < 1`, every displacement other than
`equilibrium` has a strictly higher grand energy. -/
theorem equilibrium_lt {H : Matrix n n ℝ} (hH : H.PosDef) (w : n → ℝ) {C : ℝ} (hC : 0 < C)
    (u : ℝ) (h : C * (w ⬝ᵥ H⁻¹ *ᵥ w) < 1) {x : n → ℝ} (hx : x ≠ equilibrium H w C u) :
    grandEnergy H w C u (equilibrium H w C u) < grandEnergy H w C u x := by
  have hne : 1 - C * (w ⬝ᵥ H⁻¹ *ᵥ w) ≠ 0 := by linarith
  -- the gradient vanishes at the equilibrium
  have hgrad : H *ᵥ equilibrium H w C u
      + (C * (u - w ⬝ᵥ equilibrium H w C u)) • w = 0 := by
    have ha := div_mul_cancel₀ (C * u) hne
    unfold equilibrium
    rw [Matrix.mulVec_smul, response hH, dotProduct_smul, ← add_smul, smul_eq_mul, smul_eq_zero]
    left
    linear_combination -ha
  have hE := grandEnergy_add (posDef_iff_real.1 hH).1 w hC u (equilibrium H w C u)
    (x - equilibrium H w C u)
  rw [hgrad, zero_dotProduct, add_sub_cancel] at hE
  have hK := (posDef_iff_real.1 ((fixedPotentialHessian_posDef_iff hH w C).2 h)).2 _
    (sub_ne_zero.2 hx)
  linarith

/-- For positive definite `H`, `C > 0` and `C wᵀ H⁻¹ w > 1`, the grand energy is unbounded
below. -/
theorem grandEnergy_unbounded {H : Matrix n n ℝ} (hH : H.PosDef) (w : n → ℝ) {C : ℝ}
    (hC : 0 < C) (u : ℝ) (h : 1 < C * (w ⬝ᵥ H⁻¹ *ᵥ w)) (M : ℝ) :
    ∃ x, grandEnergy H w C u x < M := by
  have hg := response hH w
  generalize H⁻¹ *ᵥ w = g at hg h
  have hk : 0 < w ⬝ᵥ g := by
    by_contra hn
    nlinarith [mul_nonneg hC.le (neg_nonneg.2 (not_lt.1 hn))]
  obtain ⟨b, hb⟩ : ∃ b, b = (w ⬝ᵥ g) * (C * (w ⬝ᵥ g) - 1) / 2 := ⟨_, rfl⟩
  have hb0 : 0 < b := by
    rw [hb]
    exact div_pos (mul_pos hk (by linarith)) two_pos
  -- along the response vector the energy is a downward parabola
  have hform : ∀ t : ℝ, grandEnergy H w C u (t • g)
      = -b * t ^ 2 + C * (w ⬝ᵥ g) * (u * t) - C * u ^ 2 / 2 := by
    intro t
    rw [grandEnergy_eq H w hC, hb]
    simp only [Matrix.mulVec_smul, hg, smul_dotProduct, dotProduct_smul, smul_eq_mul,
      dotProduct_comm g w]
    ring
  obtain ⟨t, ht⟩ : ∃ t, t = 1 + |M| / b := ⟨_, rfl⟩
  have ht1 : 1 ≤ t := by
    have : 0 ≤ |M| / b := by positivity
    linarith
  have hbt : b * t = b + |M| := by
    rw [ht]
    field_simp
  have h1 : b * t ≤ b * t ^ 2 := mul_le_mul_of_nonneg_left (by nlinarith) hb0.le
  have h2 : 0 ≤ C * u ^ 2 := by positivity
  have h3 := neg_abs_le M
  have hCk : 0 < C * (w ⬝ᵥ g) := mul_pos hC hk
  -- choose the sign for which the linear term does not raise the energy
  rcases le_total 0 u with hu | hu
  · refine ⟨(-t) • g, ?_⟩
    rw [hform]
    have h4 := mul_nonneg hCk.le (mul_nonneg hu (by linarith : 0 ≤ t))
    linarith [neg_sq t, show -b * (-t) ^ 2 + C * (w ⬝ᵥ g) * (u * -t)
      = -(b * t ^ 2) - C * (w ⬝ᵥ g) * (u * t) by ring]
  · refine ⟨t • g, ?_⟩
    rw [hform]
    have h4 := mul_nonneg hCk.le (mul_nonneg (neg_nonneg.2 hu) (by linarith : 0 ≤ t))
    linarith [show C * (w ⬝ᵥ g) * (-u * t) = -(C * (w ⬝ᵥ g) * (u * t)) by ring]

end

end ConstantPotentialStability
```

```lean
#print axioms ConstantPotentialStability.energy_eq_grandEnergy_add
#print axioms ConstantPotentialStability.fixedPotentialHessian_posDef_iff
#print axioms ConstantPotentialStability.equilibrium_lt
#print axioms ConstantPotentialStability.grandEnergy_unbounded
```

```
'ConstantPotentialStability.energy_eq_grandEnergy_add' depends on axioms: [propext, Classical.choice, Quot.sound]
'ConstantPotentialStability.fixedPotentialHessian_posDef_iff' depends on axioms: [propext, Classical.choice, Quot.sound]
'ConstantPotentialStability.equilibrium_lt' depends on axioms: [propext, Classical.choice, Quot.sound]
'ConstantPotentialStability.grandEnergy_unbounded' depends on axioms: [propext, Classical.choice, Quot.sound]
```

The finite type `n` labels the nuclear coordinates, and a displacement is a function `n → ℝ`. The symbols `⬝ᵥ` and `*ᵥ` are the dot product and the matrix-vector product, and `vecMulVec w w` is w wᵀ. The definition `energy` is your E(x, N), and `grandEnergy` is its infimum over all real N, so the closed form for Ω is proved and not put in. Mathlib's `PosDef` includes symmetry, as `posDef_iff_real` spells out.

The main theorem, `fixedPotentialHessian_posDef_iff`, assumes only that H is positive definite, and it holds for every real C. The condition C > 0 enters where K is tied to the minimisation over charge, in `grandEnergy_add`. Physically, 1/C is the curvature of the energy in the electron number with the atoms held still, so C > 0 says that, on a frozen interface, each further electron costs more energy than the one before.

Some conventions need care. N is counted from the reference state, may be negative and need not be an integer. As u enters through −uN, it is an electron chemical potential relative to the reference; the electrode potential on the usual scale has the opposite sign. C is the ordinary capacitance divided by the square of the elementary charge. An added electron changes the force on the coordinates by −w.

`equilibrium_lt` states that below the threshold x₀ is the strict and only minimiser, and `grandEnergy_unbounded` that above it Ω falls below any given number M. At Ck = 1 the main theorem says that K is not positive definite. There Kg = 0, and Ω(tg) = ut − ½Cu² is a straight line in t, level only if u = 0.

The step from this model to your electrode is the assumption that the energy is quadratic, with constant H, w and C. For geometry optimisation at constant potential, the criterion indicates, within this harmonic model, whether a minimum found at fixed charge keeps its positive curvature. A real interface beyond the threshold would leave the harmonic region instead of falling without limit.

The proof follows the same route as the calculation above. In `grandEnergy_eq`, `hsq` is the completed square, `hlow` the resulting lower bound, and `h0` the value at the best charge; two inequalities then identify the infimum. The separate step `hb` is needed because Lean assigns the value 0 to the infimum of a set of reals that has no lower bound. `energy_eq_grandEnergy_add` records the cost of any other charge, which shows that the minimum is attained at N = C(u − w·x) alone.

`hessian_form` computes dᵀKd = dᵀHd − C(w·d)² entry by entry. `symm_form` lets the two cross terms xᵀHd and dᵀHx be merged, and with these two lemmas `grandEnergy_add` becomes an algebraic identity, closed by `linear_combination`.

In the main theorem, `response` supplies Hg = w, and `generalize` then replaces H⁻¹w by a plain vector g of which only this equation is remembered. The forward direction treats g = 0 separately and otherwise tests K on g. If Ck ≥ 1 held, multiplying by k > 0 would contradict gᵀKg > 0, and `nlinarith` finds this. The backward direction first checks that K is symmetric. It then disposes of C ≤ 0, where subtracting C(w·x)² cannot lower the curvature, and of w·x = 0. In the remaining case, `hq` is the nonnegative energy of x − Csg, `hpos` is Cs²(1 − Ck) > 0, and `nlinarith` combines them.

For `equilibrium_lt`, `hgrad` shows that the gradient vanishes at x₀, `hE` is the expansion about that point, and `hK` makes its quadratic term positive. For `grandEnergy_unbounded`, `hform` is the parabola along g, with b = ½k(Ck − 1) > 0. The proof takes t = 1 + |M|/b, so that bt² ≥ bt = b + |M|, and moves along +g or −g according to the sign of u, so that the linear term does not raise the energy. The result is below M.
